# Linear independence of the intrinsic atomic orbitals before orthonormalisation

In a finite-dimensional complex inner product space, let `V` be the occupied space and `B` the minimal space, both arbitrary subspaces, and let O and O' be the orthogonal projections on `V` and on the projection of `V` on `B`. The theorem `iao_linearIndependent` says that the operator O O' + (1 - O)(1 - O') takes any orthonormal basis of `B` to linearly independent vectors, the intrinsic atomic orbitals, which are not themselves orthonormalised. The attempt first shows that the operator is injective on `B`: if it sends x in `B` to zero, its two terms vanish separately, which forces O'x = 0 and then x = 0. A vanishing linear combination of the orbitals is the image of the same combination of the basis vectors, so that combination vanishes too, and all its coefficients are zero.

In Lean, a first try:

```lean
import Mathlib

open scoped InnerProductSpace MatrixOrder ComplexOrder
open Matrix

namespace IaoLinearIndependent

noncomputable section

local notation:max "P[" K "]" => Submodule.starProjection K

variable {H : Type*} [NormedAddCommGroup H] [InnerProductSpace ℂ H] {ι : Type*} [Fintype ι]

variable [FiniteDimensional ℂ H] {B : Submodule ℂ H} (V : Submodule ℂ H)

/-- The depolarised occupied space: the projection of the occupied space `V` on the minimal
space `B`. -/
def depolarised (B V : Submodule ℂ H) : Submodule ℂ H := V.map (P[B] : H →ₗ[ℂ] H)

/-- The operator `O O' + (1 - O)(1 - O')`, where `O` projects on the occupied space and `O'` on
the depolarised occupied space. -/
def iaoMap (B V : Submodule ℂ H) : H →L[ℂ] H :=
  P[V] ∘L P[depolarised B V] + (1 - P[V]) ∘L (1 - P[depolarised B V])

/-- The intrinsic atomic orbitals, before orthonormalisation, made from an orthonormal basis of
the minimal space. -/
def iao (e : OrthonormalBasis ι ℂ B) (i : ι) : H := iaoMap B V (e i)

/-- Projecting twice on a subspace is the same as projecting once. -/
theorem proj_proj (K : Submodule ℂ H) (x : H) : P[K] (P[K] x) = P[K] x :=
  Submodule.starProjection_eq_self_iff.mpr (K.starProjection_apply_mem x)

/-- The intrinsic atomic orbitals are linearly independent. -/
theorem iao_linearIndependent (e : OrthonormalBasis ι ℂ B) :
    LinearIndependent ℂ (iao V e) := by
  have split : ∀ p y : H, V.starProjection p + (y - V.starProjection y) = 0 →
      V.starProjection p = 0 ∧ V.starProjection y = y := by
    intro p y h
    have h' := congrArg V.starProjection h
    rw [map_add, map_sub, proj_proj, proj_proj, sub_self, add_zero, map_zero] at h'
    rw [h', zero_add, sub_eq_zero] at h
    exact ⟨h', h.symm⟩
  -- the IAO operator is injective on the minimal space
  have inj : ∀ x ∈ B, iaoMap B V x = 0 → x = 0 := by
    intro x hx h
    obtain ⟨h1, h2⟩ := split ((depolarised B V).starProjection x)
      (x - (depolarised B V).starProjection x) h
    have hp : (depolarised B V).starProjection x = 0 := by
      obtain ⟨v, hv, hvp⟩ := (depolarised B V).starProjection_apply_mem x
      change B.starProjection v = _ at hvp
      rw [← hvp] at h1 ⊢
      rw [← inner_self_eq_zero (𝕜 := ℂ), B.inner_starProjection_left_eq_right, proj_proj,
        ← Submodule.starProjection_eq_self_iff.mpr hv, V.inner_starProjection_left_eq_right,
        Submodule.starProjection_eq_self_iff.mpr hv, h1, inner_zero_right]
    rw [hp, sub_zero] at h2
    have hxW : x ∈ depolarised B V :=
      ⟨x, Submodule.starProjection_eq_self_iff.mp h2, Submodule.starProjection_eq_self_iff.mpr hx⟩
    rw [← Submodule.starProjection_eq_self_iff.mpr hxW, hp]
  have he : Orthonormal ℂ (fun i => (e i : H)) := e.orthonormal.comp_linearIsometry B.subtypeₗᵢ
  rw [Fintype.linearIndependent_iff]
  intro g hg
  refine Fintype.linearIndependent_iff.mp he.linearIndependent g (inj _ ?_ ?_)
  · exact B.sum_mem fun i _ => B.smul_mem _ (e i).2
  · simpa only [map_sum, map_smul] using hg

end

end IaoLinearIndependent
```

Messages:

```
Main.lean:64:4: error: Type mismatch: After simplification, term
  hg
 has type
  @Eq H (∑ i, g i • iao V e i) 0
but is expected to have type
  @Eq H (∑ x, g x • (iaoMap B V) ↑(e x)) 0
```

After these edits no error is left:

```diff
@@ -32,10 +32,8 @@
 
 /-- The intrinsic atomic orbitals are linearly independent. -/
-theorem iao_linearIndependent (e : OrthonormalBasis ι ℂ B) :
-    LinearIndependent ℂ (iao V e) := by
-  have split : ∀ p y : H, V.starProjection p + (y - V.starProjection y) = 0 →
-      V.starProjection p = 0 ∧ V.starProjection y = y := by
+theorem iao_linearIndependent (e : OrthonormalBasis ι ℂ B) : LinearIndependent ℂ (iao V e) := by
+  have split : ∀ p y : H, P[V] p + (y - P[V] y) = 0 → P[V] p = 0 ∧ P[V] y = y := by
     intro p y h
-    have h' := congrArg V.starProjection h
+    have h' := congrArg P[V] h
     rw [map_add, map_sub, proj_proj, proj_proj, sub_self, add_zero, map_zero] at h'
     rw [h', zero_add, sub_eq_zero] at h
@@ -44,9 +42,8 @@
   have inj : ∀ x ∈ B, iaoMap B V x = 0 → x = 0 := by
     intro x hx h
-    obtain ⟨h1, h2⟩ := split ((depolarised B V).starProjection x)
-      (x - (depolarised B V).starProjection x) h
-    have hp : (depolarised B V).starProjection x = 0 := by
+    obtain ⟨h1, h2⟩ := split (P[depolarised B V] x) (x - P[depolarised B V] x) h
+    have hp : P[depolarised B V] x = 0 := by
       obtain ⟨v, hv, hvp⟩ := (depolarised B V).starProjection_apply_mem x
-      change B.starProjection v = _ at hvp
+      change P[B] v = _ at hvp
       rw [← hvp] at h1 ⊢
       rw [← inner_self_eq_zero (𝕜 := ℂ), B.inner_starProjection_left_eq_right, proj_proj,
@@ -62,5 +59,5 @@
   refine Fintype.linearIndependent_iff.mp he.linearIndependent g (inj _ ?_ ?_)
   · exact B.sum_mem fun i _ => B.smul_mem _ (e i).2
-  · simpa only [map_sum, map_smul] using hg
+  · simpa only [iao, map_sum, map_smul] using hg
 
 end
```

What went wrong. The error is in the last step, where `hg` says that a combination of the orbitals is zero, and the goal says that `iaoMap B V` sends the same combination of basis vectors to zero. With `map_sum` and `map_smul`, `simpa` carries the operator inside the sum in the goal, which then speaks of `(iaoMap B V) ↑(e x)`, while `hg` still speaks of `iao V e i`. The two are equal by the definition of `iao`, but `simp only` unfolds an ordinary definition only if it is listed, and the final comparison in `simpa` does not unfold it either. Hence the type mismatch.

The repair adds `iao` to the list, so that the orbitals in `hg` are unfolded and the two sums agree. The other changes are mere tidying: they write the projections in the file's own notation, `P[V]` for `V.starProjection` and so on, and join some lines.
